# In a linear model with positive definite information matrix, a new data row never raises the predicted variance at fixed noise variance

The information matrix $M$ is taken here to be any real symmetric positive definite matrix, not one built from a particular data set. Positive definiteness means that every parameter direction is already constrained, either by earlier rows or by a ridge term. The rows $a$ and feature vectors $x$ are real vectors indexed by a finite type `n`.

```lean
import Mathlib

open Matrix

namespace ActiveLearning

noncomputable section

variable {n : Type*} [Fintype n] [DecidableEq n]
```

Adding a row gives $M+aa^T$; `vecMulVec a a` is the outer product $aa^T$. All rows carry the same weight, which is appropriate when the noise is independent and of equal variance, as assumed here.

```lean
/-- The information matrix `M + a aᵀ` after a data row `a` has been added. -/
def addRow (M : Matrix n n ℝ) (a : n → ℝ) : Matrix n n ℝ := M + vecMulVec a a
```

The predicted variance is $v_M(x)=x^TM^{-1}x$, in units of the noise variance. Without a ridge term it is the variance of the least-squares prediction at $x$. With a ridge term and Gaussian noise it is the posterior variance of the model's noise-free value at $x$ under the matching Gaussian prior. It measures parameter uncertainty within the model, not the error of a wrong model. The noise variance is held fixed throughout; if it were re-estimated from the residuals after each row, the variance in absolute units could rise.

```lean
/-- The predicted variance `xᵀ M⁻¹ x` at the feature vector `x`, in units of the noise variance. -/
def predVar (M : Matrix n n ℝ) (x : n → ℝ) : ℝ := x ⬝ᵥ (M⁻¹ *ᵥ x)
```

For a stream $a_0,a_1,\dots$, let $M_0=M$ and $M_{k+1}=M_k+a_ka_k^T$.

```lean
/-- The information matrix after the first `k` rows of the data stream `a` have been added. -/
def design (M : Matrix n n ℝ) (a : ℕ → n → ℝ) : ℕ → Matrix n n ℝ
  | 0 => M
  | k + 1 => addRow (design M a k) (a k)
```

**(a) Show that adding $c\,bb^T$ to a matrix $A$ adds $c(b^Tx)^2$ to its quadratic form.**

Since $(A+c\,bb^T)x=Ax+c(b^Tx)b$, multiplying by $x^T$ gives $x^TAx+c(b^Tx)^2$. In the proof, `h` is the first identity, checked by components.

```lean
omit [DecidableEq n] in
/-- A rank-one term `c b bᵀ` adds `c (b · x)²` to a quadratic form. -/
theorem quadratic_rank_one (A : Matrix n n ℝ) (b x : n → ℝ) (c : ℝ) :
    x ⬝ᵥ ((A + c • vecMulVec b b) *ᵥ x) = x ⬝ᵥ (A *ᵥ x) + c * (b ⬝ᵥ x) ^ 2 := by
  have h : (A + c • vecMulVec b b) *ᵥ x = A *ᵥ x + (c * (b ⬝ᵥ x)) • b := by
    ext i
    simp only [Matrix.mulVec, dotProduct, Matrix.add_apply, Matrix.smul_apply,
      Matrix.vecMulVec_apply, smul_eq_mul, Pi.add_apply, Pi.smul_apply, add_mul,
      Finset.sum_add_distrib, Finset.mul_sum, Finset.sum_mul]
    congr 1
    exact Finset.sum_congr rfl (fun k _ => by ring)
  rw [h, dotProduct_add, dotProduct_smul, smul_eq_mul, dotProduct_comm x b]
  ring
```

**(b) Show that $a^TM^{-1}$ and $M^{-1}a$ have the same components.**

The inverse of a symmetric matrix is symmetric, so $(M^{-1}a)^T=a^TM^{-1}$. Lean's `PosDef` includes the symmetry.

```lean
/-- The inverse of a positive definite information matrix acts alike from the left and the right. -/
theorem vecMul_inv {M : Matrix n n ℝ} (hM : M.PosDef) (a : n → ℝ) :
    a ᵥ* M⁻¹ = M⁻¹ *ᵥ a := by
  have h := hM.inv.isHermitian.eq
  rw [conjTranspose_eq_transpose_of_trivial] at h
  rw [← mulVec_transpose, h]
```

**(c) Show that $v_M(x)\ge 0$.**

$M^{-1}$ has the reciprocals of the positive eigenvalues of $M$, so it is positive definite. Lean takes this from `hM.inv`.

```lean
/-- Predicted variances are nonnegative. -/
theorem predVar_nonneg {M : Matrix n n ℝ} (hM : M.PosDef) (x : n → ℝ) :
    0 ≤ predVar M x := by
  have h := hM.inv.posSemidef.dotProduct_mulVec_nonneg x
  simpa only [predVar, star_trivial] using h
```

**(d) Show that $M+aa^T$ is positive definite.**

It is symmetric, and for $x\neq0$ part (a) with $c=1$ gives $x^TMx+(a^Tx)^2>0$.

```lean
omit [DecidableEq n] in
/-- The information matrix stays positive definite when a data row is added. -/
theorem addRow_posDef {M : Matrix n n ℝ} (hM : M.PosDef) (a : n → ℝ) :
    (addRow M a).PosDef := by
  have hs : (vecMulVec a a).IsHermitian :=
    IsHermitian.ext fun i j => by simp [Matrix.vecMulVec_apply, mul_comm]
  refine Matrix.posDef_iff_dotProduct_mulVec.mpr ⟨hM.isHermitian.add hs, fun x hx => ?_⟩
  have h := hM.dotProduct_mulVec_pos hx
  have q := quadratic_rank_one M a x 1
  rw [one_smul] at q
  rw [star_trivial] at h ⊢
  rw [addRow, q]
  nlinarith [sq_nonneg (a ⬝ᵥ x)]
```

**(e) Find the inverse of $M+aa^T$.**

Put $b=M^{-1}a$ and $s=a^Tb=v_M(a)\ge0$. Try $M^{-1}-bb^T/(1+s)$. Using $Mb=a$ and $a^TM^{-1}=b^T$,

$$(M+aa^T)\Big(M^{-1}-\frac{bb^T}{1+s}\Big)=I+ab^T-\frac{ab^T+s\,ab^T}{1+s}=I.$$

The facts `h1`, `h2` and `h3` are the three products involving $a$ or $b$, and `linear_combination` performs the final cancellation.

```lean
/-- Sherman-Morrison formula, in the special case of a positive definite matrix and a symmetric
update `a aᵀ`: a new data row changes the inverse information matrix by an explicit rank-one term.
-/
theorem inv_addRow {M : Matrix n n ℝ} (hM : M.PosDef) (a : n → ℝ) :
    (addRow M a)⁻¹ =
      M⁻¹ - (1 + predVar M a)⁻¹ • vecMulVec (M⁻¹ *ᵥ a) (M⁻¹ *ᵥ a) := by
  have hu : IsUnit M.det := hM.det_pos.ne'.isUnit
  have hp : 1 + predVar M a ≠ 0 := by linarith [predVar_nonneg hM a]
  have hc : (1 + predVar M a)⁻¹ * (1 + predVar M a) = 1 := inv_mul_cancel₀ hp
  -- the three products that occur when the candidate inverse is multiplied out
  have h1 : M * vecMulVec (M⁻¹ *ᵥ a) (M⁻¹ *ᵥ a) = vecMulVec a (M⁻¹ *ᵥ a) := by
    rw [Matrix.mul_vecMulVec, Matrix.mulVec_mulVec, Matrix.mul_nonsing_inv _ hu,
      Matrix.one_mulVec]
  have h2 : vecMulVec a a * M⁻¹ = vecMulVec a (M⁻¹ *ᵥ a) := by
    rw [Matrix.vecMulVec_mul, vecMul_inv hM]
  have h3 : vecMulVec a a * vecMulVec (M⁻¹ *ᵥ a) (M⁻¹ *ᵥ a) =
      predVar M a • vecMulVec a (M⁻¹ *ᵥ a) := by
    unfold predVar
    generalize M⁻¹ *ᵥ a = b
    ext i j
    simp only [Matrix.mul_apply, Matrix.vecMulVec_apply, Matrix.smul_apply, smul_eq_mul,
      dotProduct, Finset.sum_mul]
    exact Finset.sum_congr rfl (fun k _ => by ring)
  apply Matrix.inv_eq_right_inv
  rw [addRow, add_mul, mul_sub, mul_sub, mul_smul_comm, mul_smul_comm,
    Matrix.mul_nonsing_inv _ hu, h1, h2, h3]
  ext i j
  simp only [Matrix.add_apply, Matrix.sub_apply, Matrix.smul_apply, smul_eq_mul]
  linear_combination (-(vecMulVec a (M⁻¹ *ᵥ a) i j)) * hc
```

**(f) By how much does the variance at $x$ fall?**

Insert (e) into $x^T(M+aa^T)^{-1}x$ and apply (a) with $c=-1/(1+s)$. Because $b^Tx=a^TM^{-1}x$,

$$v_{M+aa^T}(x)=v_M(x)-\frac{(a^TM^{-1}x)^2}{1+v_M(a)}.$$

```lean
/-- A new data row `a` lowers the predicted variance at `x` by exactly
`(aᵀ M⁻¹ x)² / (1 + aᵀ M⁻¹ a)`. -/
theorem predVar_addRow {M : Matrix n n ℝ} (hM : M.PosDef) (a x : n → ℝ) :
    predVar (addRow M a) x =
      predVar M x - (a ⬝ᵥ (M⁻¹ *ᵥ x)) ^ 2 / (1 + predVar M a) := by
  have hb : a ⬝ᵥ (M⁻¹ *ᵥ x) = (M⁻¹ *ᵥ a) ⬝ᵥ x := by
    rw [Matrix.dotProduct_mulVec, vecMul_inv hM]
  rw [hb, predVar, inv_addRow hM, sub_eq_add_neg, ← neg_smul, quadratic_rank_one]
  simp only [predVar]
  ring
```

**(g) Show that $\det(M+aa^T)=\det M\,(1+a^TM^{-1}a)$ and that $M^{-1}-(M+aa^T)^{-1}$ is positive semidefinite.**

Factor $M+aa^T=M(I+ba^T)$. Eliminating either diagonal block of

$$\begin{pmatrix}I&-b\\a^T&1\end{pmatrix}$$

gives its determinant, once as $1+a^Tb$ and once as $\det(I+ba^T)$, so the two are equal. The determinant formula follows; Lean uses the library lemma for this last equality.

The difference of inverses is symmetric, and by (f) its quadratic form is a square divided by a positive number.

For a single parameter, $M=m>0$, the two statements read $m+a^2=m(1+a^2/m)$ and $1/m-1/(m+a^2)=a^2/[m(m+a^2)]\ge0$.

```lean
/-- Adding a data row `a` multiplies the determinant of the information matrix by
`1 + aᵀ M⁻¹ a`, and the inverse information matrix decreases in the semidefinite order. -/
theorem det_and_variance_addRow {M : Matrix n n ℝ} (hM : M.PosDef) (a : n → ℝ) :
    (addRow M a).det = M.det * (1 + a ⬝ᵥ (M⁻¹ *ᵥ a)) ∧
      (M⁻¹ - (addRow M a)⁻¹).PosSemidef := by
  constructor
  · -- factor out `M`; what remains is a rank-one change of the identity
    have hu : IsUnit M.det := hM.det_pos.ne'.isUnit
    have e : addRow M a = M * (1 + vecMulVec (M⁻¹ *ᵥ a) a) := by
      rw [mul_add, mul_one, Matrix.mul_vecMulVec, Matrix.mulVec_mulVec,
        Matrix.mul_nonsing_inv _ hu, Matrix.one_mulVec, addRow]
    rw [e, Matrix.det_mul, Matrix.vecMulVec_eq Unit,
      Matrix.det_one_add_replicateCol_mul_replicateRow]
  · -- the quadratic form of the difference is the variance reduction
    refine PosSemidef.of_dotProduct_mulVec_nonneg
      (hM.inv.isHermitian.sub (addRow_posDef hM a).inv.isHermitian) (fun x => ?_)
    have h := predVar_addRow hM a x
    have hp := predVar_nonneg hM a
    have hq : 0 ≤ (a ⬝ᵥ (M⁻¹ *ᵥ x)) ^ 2 / (1 + predVar M a) := by positivity
    rw [star_trivial, Matrix.sub_mulVec, dotProduct_sub]
    change 0 ≤ predVar M x - predVar (addRow M a) x
    linarith
```

**(h) When is the fall strict?**

The denominator in (f) is positive, so the variance falls strictly exactly when $a^TM^{-1}x\neq0$. A row with $a^TM^{-1}x=0$ leaves the variance at $x$ unchanged, though it can still make later rows more informative about $x$.

```lean
/-- The predicted variance at `x` drops strictly exactly when `aᵀ M⁻¹ x` is nonzero. -/
theorem predVar_addRow_lt_iff {M : Matrix n n ℝ} (hM : M.PosDef) (a x : n → ℝ) :
    predVar (addRow M a) x < predVar M x ↔ a ⬝ᵥ (M⁻¹ *ᵥ x) ≠ 0 := by
  have hp : 0 < 1 + predVar M a := by linarith [predVar_nonneg hM a]
  rw [predVar_addRow hM, sub_lt_self_iff]
  constructor
  · intro h h0
    rw [h0] at h
    simp at h
  · intro h
    exact div_pos (pow_pos (abs_pos.mpr h) 2 |>.trans_eq (sq_abs _)) hp
```

**(i) Compare two candidate rows $a$ and $b$ by the determinants they produce.**

By (g) the determinants are $\det M\,(1+v_M(a))$ and $\det M\,(1+v_M(b))$. Cancelling $\det M>0$ and the 1 leaves the order of the variances.

Greedy D-optimal selection, which adds one row at a time so as to maximise the determinant of the information matrix, therefore picks the candidate with the largest current variance. For an interatomic potential that is linear in its parameters, with fixed features and only one total energy per configuration as data (no forces), this ranks candidate configurations before any reference electronic-structure calculation is run on them.

```lean
/-- Of two candidate rows, the one with the larger predicted variance gives the larger
determinant of the updated information matrix. -/
theorem det_addRow_le_iff {M : Matrix n n ℝ} (hM : M.PosDef) (a b : n → ℝ) :
    (addRow M a).det ≤ (addRow M b).det ↔ predVar M a ≤ predVar M b := by
  rw [(det_and_variance_addRow hM a).1, (det_and_variance_addRow hM b).1,
    mul_le_mul_iff_right₀ hM.det_pos, add_le_add_iff_left]
  rfl
```

**(j) Find the determinant after $N$ rows.**

Induct on $N$. For $N=0$ the product is empty. At each step (d) keeps $M_N$ positive definite, so (g) applies and contributes the factor $1+v_{M_N}(a_N)$. Hence

$$\det M_N=\det M\prod_{k=0}^{N-1}\big(1+v_{M_k}(a_k)\big),$$

where each variance is evaluated just before its row is added. The Lean induction carries positive definiteness along with the formula for this reason.

```lean
/-- After `N` added rows the information matrix is positive definite, and its determinant is the
initial one times the product of `1 +` the variance predicted for each row before it was added. -/
theorem det_design {M : Matrix n n ℝ} (hM : M.PosDef) (a : ℕ → n → ℝ) (N : ℕ) :
    (design M a N).PosDef ∧
      (design M a N).det =
        M.det * ∏ k ∈ Finset.range N, (1 + predVar (design M a k) (a k)) := by
  induction N with
  | zero => exact ⟨hM, by simp [design]⟩
  | succ N ih =>
    refine ⟨addRow_posDef ih.1 (a N), ?_⟩
    rw [Finset.prod_range_succ, ← mul_assoc, ← ih.2]
    exact (det_and_variance_addRow ih.1 (a N)).1

end

end ActiveLearning
```

```lean
#print axioms ActiveLearning.inv_addRow
#print axioms ActiveLearning.predVar_addRow_lt_iff
#print axioms ActiveLearning.det_addRow_le_iff
#print axioms ActiveLearning.det_design
```

```
'ActiveLearning.inv_addRow' depends on axioms: [propext, Classical.choice, Quot.sound]
'ActiveLearning.predVar_addRow_lt_iff' depends on axioms: [propext, Classical.choice, Quot.sound]
'ActiveLearning.det_addRow_le_iff' depends on axioms: [propext, Classical.choice, Quot.sound]
'ActiveLearning.det_design' depends on axioms: [propext, Classical.choice, Quot.sound]
```
